# For $b\le a$, the lowest-spin part of $\alpha^a\beta^b$, scaled to unit amplitude on that string, has squared norm $(a+1)/(a-b+1)$

Take $a$ spins up and $b\le a$ spins down, and project this normalised product state onto its lowest total spin. The projection has squared norm $(a-b+1)/(a+1)$; rescaled to amplitude 1 on the original product state, it has the reciprocal squared norm, the one in the title. To derive both, the product states need labels. Here a string is a pair $(A,B)$, where $A$ is the set of β sites among the first $a$ spins and $B$ the set of β sites among the last $b$. The string $\alpha^a\beta^b$ is then $(\varnothing,\text{all})$, and $k=|A|$ counts how many β spins have moved to the first group.

The strings with $|A|+|B|=b$ have spin projection $S_z=M=(a-b)/2\ge 0$, in units of $\hbar$, and the lowest total spin they allow is $S=M$.

In Lean 4 with Mathlib:

```lean
import Mathlib

open ComplexConjugate

namespace ProjectedSpinString

noncomputable section
```

In the code, `conj` is complex conjugation. Each `theorem` gives its hypotheses, then its claim after a colon, then its proof after `:=`.

## Strings, the raising operator and the candidate state

```lean
/-- Amplitudes of a state of `a + b` spins one-half. A string is labelled by the set of beta
sites among the first `a` spins and the set of beta sites among the last `b` spins. -/
abbrev SpinState (a b : ℕ) := Finset (Fin a) → Finset (Fin b) → ℂ
```

A state $\varphi$ assigns a complex amplitude $\varphi(A,B)$ to every string. `Fin a` is the set of $a$ site labels, and `Finset (Fin a)` is the type of its subsets. States with any number of β spins are included.

```lean
/-- The total spin raising operator, which turns one beta spin into alpha in all ways. -/
def raising {a b : ℕ} (φ : SpinState a b) : SpinState a b := fun A B =>
  ∑ i ∈ Aᶜ, φ (insert i A) B + ∑ j ∈ Bᶜ, φ A (insert j B)
```

This is $S_+=\sum_i s_i^+$ with $\hbar=1$, written for amplitudes:
$$(S_+\varphi)(A,B)=\sum_{i\notin A}\varphi(A\cup\{i\},B)+\sum_{j\notin B}\varphi(A,B\cup\{j\}).$$
The new amplitude on $(A,B)$ collects the old ones of all strings obtained from $(A,B)$ by turning one α spin into β.

```lean
/-- The Hermitian inner product of two spin states in the orthonormal basis of strings. -/
def overlap {a b : ℕ} (f g : SpinState a b) : ℂ := ∑ A, ∑ B, conj (f A B) * g A B
```

The inner product $\langle f,g\rangle$ is conjugate-linear in its first argument, and the strings are orthonormal.

```lean
/-- The string with alpha on the first `a` sites and beta on the last `b` sites. -/
def reference (a b : ℕ) : SpinState a b := fun A B =>
  if A = ∅ ∧ B = Finset.univ then 1 else 0
```

This is $\alpha^a\beta^b$ itself; `Finset.univ` is the set of all sites in the second group.

```lean
/-- The state with amplitude `(-1)^k / C(a,k)` on each string that has `b` beta spins in all,
`k` of them among the first `a` sites, and amplitude zero on all other strings. -/
def projected (a b : ℕ) : SpinState a b := fun A B =>
  if A.card + B.card = b then (-1) ^ A.card / (a.choose A.card : ℂ) else 0
```

The candidate $P$ has amplitude $(-1)^k/\binom ak$ if $|A|=k$ and $|A|+|B|=b$, and zero otherwise. Despite its name, `projected` is a multiple of the projection, scaled to amplitude 1 on the reference string.

## The binomial sum

```lean
/-- The ratio of neighbouring binomial coefficients, written without division, for `k ≤ n`. -/
theorem choose_step {K : Type*} [Field K] [CharZero K] {n k : ℕ} (h : k ≤ n) :
    (n.choose (k + 1) : K) * (k + 1) = n.choose k * ((n : K) - k) := by
  have h1 := Nat.choose_succ_right_eq n k
  rw [← Nat.cast_sub h]
  exact_mod_cast h1
```

For $k\le n$, $\binom n{k+1}(k+1)=\binom nk(n-k)$. The field $K$ may be the rationals or the complex numbers.

```lean
/-- For `b ≤ a` the number `a - b + 1` is nonzero in a field of characteristic zero. -/
theorem denom_ne_zero {K : Type*} [Field K] [CharZero K] {a b : ℕ} (h : b ≤ a) :
    (a : K) - b + 1 ≠ 0 := by
  have h1 : ((a - b + 1 : ℕ) : K) ≠ 0 := Nat.cast_ne_zero.2 (Nat.succ_ne_zero _)
  rwa [Nat.cast_add, Nat.cast_sub h, Nat.cast_one] at h1
```

Since $b\le a$, the number $a-b+1$ is a positive integer, hence nonzero in $K$.

```lean
/-- For `b ≤ a` the sum of `C(b,k) / C(a,k)` over `k = 0, ..., b` is `(a+1)/(a-b+1)`, in the
rationals and in any other field of characteristic zero. -/
theorem sum_choose_div_choose (K : Type*) [Field K] [CharZero K] {a b : ℕ} (h : b ≤ a) :
    ∑ k ∈ Finset.range (b + 1), (b.choose k : K) / a.choose k
      = ((a : K) + 1) / ((a : K) - b + 1) := by
  -- the partial sums telescope
  have key : ∀ n : ℕ, n ≤ b →
      ((a : K) - b + 1) * ∑ k ∈ Finset.range n, (b.choose k : K) / a.choose k
        = (a + 1) - ((a : K) - n + 1) * ((b.choose n : K) / a.choose n) := by
    intro n
    induction n with
    | zero => intro _; simp
    | succ n ih =>
      intro hn
      have hq : (a.choose n : K) ≠ 0 :=
        Nat.cast_ne_zero.2 (Nat.choose_pos (by omega)).ne'
      have hq' : (a.choose (n + 1) : K) ≠ 0 :=
        Nat.cast_ne_zero.2 (Nat.choose_pos (by omega)).ne'
      have sa := choose_step (K := K) (show n ≤ a by omega)
      have sb := choose_step (K := K) (show n ≤ b by omega)
      have ratio : (b.choose (n + 1) : K) / a.choose (n + 1) * ((a : K) - n)
          = (b.choose n : K) / a.choose n * ((b : K) - n) := by
        rw [div_mul_eq_mul_div, div_mul_eq_mul_div, div_eq_div_iff hq' hq]
        linear_combination (a.choose (n + 1) : K) * sb - (b.choose (n + 1) : K) * sa
      have ih' := ih (by omega)
      rw [Finset.sum_range_succ]
      push_cast
      linear_combination ih' + ratio
  rw [eq_div_iff (denom_ne_zero h), Finset.sum_range_succ]
  linear_combination key b le_rfl
```

The claim is
$$\sum_{k=0}^b\frac{\binom bk}{\binom ak}=\frac{a+1}{a-b+1}.$$
Write $r_k=\binom bk/\binom ak$. Dividing the neighbour relations for $b$ and $a$ gives $(a-k)\,r_{k+1}=(b-k)\,r_k$, which is `ratio` in the code. Therefore
$$(a-b+1)\,r_k=(a-k+1)\,r_k-(a-k)\,r_{k+1},$$
and the sum telescopes: for $n\le b$,
$$(a-b+1)\sum_{k<n}r_k=(a+1)-(a-n+1)\,r_n.$$
This is `key`, proved by induction on $n$. Setting $n=b$ and adding the last term $(a-b+1)\,r_b$ leaves $a+1$. The tactic `linear_combination` checks that an equation follows from the named ones by adding multiples of them.

## The candidate has no higher-spin part

```lean
/-- For `b ≤ a` the raising operator annihilates the state `projected a b`. -/
theorem raising_projected {a b : ℕ} (hab : b ≤ a) (A : Finset (Fin a)) (B : Finset (Fin b)) :
    raising (projected a b) A B = 0 := by
  have h1 : ∀ i ∈ Aᶜ, projected a b (insert i A) B = if A.card + 1 + B.card = b then
      (-1) ^ (A.card + 1) / (a.choose (A.card + 1) : ℂ) else 0 := by
    intro i hi
    rw [projected, Finset.card_insert_of_notMem (Finset.mem_compl.1 hi)]
  have h2 : ∀ j ∈ Bᶜ, projected a b A (insert j B) = if A.card + (B.card + 1) = b then
      (-1) ^ A.card / (a.choose A.card : ℂ) else 0 := by
    intro j hj
    rw [projected, Finset.card_insert_of_notMem (Finset.mem_compl.1 hj)]
  rw [raising, Finset.sum_congr rfl h1, Finset.sum_congr rfl h2]
  simp only [Finset.sum_const, Finset.card_compl, Fintype.card_fin, nsmul_eq_mul]
  by_cases h : A.card + B.card + 1 = b
  · have c1 : A.card + 1 + B.card = b := by omega
    have c2 : A.card + (B.card + 1) = b := by omega
    have hA : A.card ≤ a := by omega
    have hB : b - B.card = A.card + 1 := by omega
    have hq : (a.choose A.card : ℂ) ≠ 0 := Nat.cast_ne_zero.2 (Nat.choose_pos hA).ne'
    have hq' : (a.choose (A.card + 1) : ℂ) ≠ 0 :=
      Nat.cast_ne_zero.2 (Nat.choose_pos (by omega)).ne'
    -- the two kinds of flips cancel
    have key : ((a : ℂ) - A.card) / a.choose (A.card + 1)
        = ((A.card : ℂ) + 1) / a.choose A.card := by
      rw [div_eq_div_iff hq' hq]
      linear_combination -choose_step (K := ℂ) hA
    rw [if_pos c1, if_pos c2, hB, Nat.cast_sub hA]
    push_cast
    linear_combination (-(-1 : ℂ) ^ A.card) * key
  · have c1 : ¬ A.card + 1 + B.card = b := by omega
    have c2 : ¬ A.card + (B.card + 1) = b := by omega
    rw [if_neg c1, if_neg c2, mul_zero, mul_zero, add_zero]
```

The claim is $S_+P=0$. Only strings with $b-1$ β spins need work. Let $|A|=k$ and $|B|=b-k-1$. There are $a-k$ sites to add to $A$ and $k+1$ to add to $B$, so
$$(S_+P)(A,B)=(-1)^k\left[\frac{k+1}{\binom ak}-\frac{a-k}{\binom a{k+1}}\right]=0$$
by the neighbour relation. The proof first replaces each sum by a count times a constant, then splits on whether the number of β spins is right.

The physical reading uses $S^2=S_-S_++S_z(S_z+1)$: a state with $S_+P=0$ and $S_z=M$ has $S=M$. This step from the kernel of $S_+$ to total spin is supplied by angular momentum theory, as $S^2$ is not defined in the code.

## Any annihilated state obeys a recurrence

```lean
/-- Adding one site to all `k`-site sets in all ways yields each `(k+1)`-site set `k+1` times. -/
theorem sum_insert_site {n : ℕ} (g : Finset (Fin n) → ℂ) (k : ℕ) :
    ∑ A ∈ Finset.powersetCard k Finset.univ, ∑ i ∈ Aᶜ, g (insert i A)
      = (k + 1) * ∑ A ∈ Finset.powersetCard (k + 1) Finset.univ, g A := by
  have h : ∑ A ∈ Finset.powersetCard k Finset.univ, ∑ i ∈ Aᶜ, g (insert i A)
      = ∑ A ∈ Finset.powersetCard (k + 1) Finset.univ, ∑ _i ∈ A, g A := by
    rw [Finset.sum_sigma', Finset.sum_sigma']
    refine Finset.sum_bij' (fun x _ => ⟨insert x.2 x.1, x.2⟩)
      (fun x _ => ⟨x.1.erase x.2, x.2⟩) ?_ ?_ ?_ ?_ ?_
    · rintro ⟨A, i⟩ h
      simp only [Finset.mem_sigma, Finset.mem_powersetCard_univ, Finset.mem_compl] at h ⊢
      exact ⟨by rw [Finset.card_insert_of_notMem h.2, h.1], Finset.mem_insert_self _ _⟩
    · rintro ⟨A, i⟩ h
      simp only [Finset.mem_sigma, Finset.mem_powersetCard_univ, Finset.mem_compl] at h ⊢
      exact ⟨by rw [Finset.card_erase_of_mem h.2, h.1, Nat.add_sub_cancel],
        Finset.notMem_erase _ _⟩
    · rintro ⟨A, i⟩ h
      simp only [Finset.mem_sigma, Finset.mem_compl] at h
      simp [Finset.erase_insert h.2]
    · rintro ⟨A, i⟩ h
      simp only [Finset.mem_sigma] at h
      simp [Finset.insert_erase h.2]
    · intro x _
      rfl
  rw [h, Finset.mul_sum]
  refine Finset.sum_congr rfl fun A hA => ?_
  rw [Finset.sum_const, Finset.mem_powersetCard_univ.1 hA, nsmul_eq_mul]
  push_cast
  rfl
```

Adding one site to every $k$-site set, in all ways, produces each $(k+1)$-site set $k+1$ times, once for each element that could have been added last. `Finset.sum_bij'` expresses this as a bijection between pairs.

```lean
/-- If the raising operator annihilates `φ`, its amplitudes on the strings with `k` exchanged
pairs of spins, `k + m = b`, add up to `(-1)^k C(b,k)` times its reference amplitude. -/
theorem sum_exchanged {a b : ℕ} {φ : SpinState a b} (hφ : ∀ A B, raising φ A B = 0)
    (k m : ℕ) (hkm : k + m = b) :
    ∑ A ∈ Finset.powersetCard k Finset.univ, ∑ B ∈ Finset.powersetCard m Finset.univ, φ A B
      = (-1) ^ k * (b.choose k : ℂ) * φ ∅ Finset.univ := by
  induction k generalizing m with
  | zero =>
    have hm : m = b := by omega
    have h := Finset.powersetCard_self (Finset.univ : Finset (Fin b))
    rw [Finset.card_fin] at h
    rw [hm, h, Finset.powersetCard_zero]
    simp
  | succ k ih =>
    have ih' := ih (m + 1) (by omega)
    -- sum the annihilation condition over all `A` with `k` sites and all `B` with `m` sites
    have h0 : ∑ A ∈ Finset.powersetCard k Finset.univ,
        ∑ B ∈ Finset.powersetCard m Finset.univ, raising φ A B = 0 :=
      Finset.sum_eq_zero fun A _ => Finset.sum_eq_zero fun B _ => hφ A B
    simp only [raising, Finset.sum_add_distrib] at h0
    have h1 := sum_insert_site
      (fun A => ∑ B ∈ Finset.powersetCard m Finset.univ, φ A B) k
    have h2 : ∑ A ∈ Finset.powersetCard k Finset.univ,
        ∑ B ∈ Finset.powersetCard m Finset.univ, ∑ i ∈ Aᶜ, φ (insert i A) B
        = ∑ A ∈ Finset.powersetCard k Finset.univ,
          ∑ i ∈ Aᶜ, ∑ B ∈ Finset.powersetCard m Finset.univ, φ (insert i A) B :=
      Finset.sum_congr rfl fun A _ => Finset.sum_comm
    have h3 := Finset.sum_congr (rfl : Finset.powersetCard k (Finset.univ : Finset (Fin a)) = _)
      fun A _ => sum_insert_site (φ A) m
    rw [← Finset.mul_sum] at h3
    rw [h2, h1, h3] at h0
    have hs := choose_step (K := ℂ) (show k ≤ b by omega)
    have hb : (b : ℂ) = k + 1 + m := by rw [← hkm]; push_cast; ring
    have hk : (k : ℂ) + 1 ≠ 0 := Nat.cast_add_one_ne_zero k
    apply mul_left_cancel₀ hk
    linear_combination h0 - ((m : ℂ) + 1) * ih' + (-1) ^ k * φ ∅ Finset.univ * hs
      + (-1) ^ k * φ ∅ Finset.univ * (b.choose k : ℂ) * hb
```

Let $S_+\varphi=0$ and let $T_k$ be the sum of $\varphi(A,B)$ over $|A|=k$, $|B|=b-k$. Summing $(S_+\varphi)(A,B)=0$ over $|A|=k$, $|B|=m$ with $k+1+m=b$, and counting as above in each group, gives
$$(k+1)\,T_{k+1}+(m+1)\,T_k=0,\qquad m+1=b-k.$$
Since $T_0=\varphi(\varnothing,\text{all})$, induction yields $T_k=(-1)^k\binom bk\,\varphi(\varnothing,\text{all})$. In the code, `h0` becomes the recurrence and `ih'` is the induction hypothesis.

## Overlap, norm and projection

```lean
/-- For `b ≤ a`, the overlap of `projected a b` with any state annihilated by the raising
operator is `(a+1)/(a-b+1)` times the amplitude of that state on the reference string. -/
theorem overlap_projected {a b : ℕ} (hab : b ≤ a) {φ : SpinState a b}
    (hφ : ∀ A B, raising φ A B = 0) :
    overlap (projected a b) φ = ((a : ℂ) + 1) / ((a : ℂ) - b + 1) * φ ∅ Finset.univ := by
  have hP : ∀ n k : ℕ, Finset.powersetCard k (Finset.univ : Finset (Fin n))
      = Finset.univ.filter (fun A => A.card = k) := by
    intro n k
    ext A
    simp
  -- group the strings by the number of exchanged pairs
  have expand : overlap (projected a b) φ = ∑ k ∈ Finset.range (b + 1),
      (-1) ^ k / (a.choose k : ℂ) * ∑ A ∈ Finset.powersetCard k Finset.univ,
        ∑ B ∈ Finset.powersetCard (b - k) Finset.univ, φ A B := by
    unfold overlap
    simp_rw [hP, Finset.sum_filter, Finset.mul_sum]
    refine Eq.trans ?_ Finset.sum_comm
    refine Finset.sum_congr rfl fun A _ => ?_
    by_cases hA : A.card ≤ b
    · rw [Finset.sum_eq_single A.card]
      · rw [if_pos rfl, Finset.mul_sum]
        refine Finset.sum_congr rfl fun B _ => ?_
        by_cases hB : B.card = b - A.card
        · have hs : A.card + B.card = b := by omega
          rw [if_pos hB, projected, if_pos hs]
          simp
        · have hs : ¬ A.card + B.card = b := by omega
          rw [if_neg hB, projected, if_neg hs, map_zero, zero_mul, mul_zero]
      · intro k _ hk
        rw [if_neg (Ne.symm hk), mul_zero]
      · intro h
        exact absurd (Finset.mem_range.2 (by omega)) h
    · refine (Finset.sum_eq_zero fun B _ => ?_).trans
        (Finset.sum_eq_zero fun k hk => ?_).symm
      · have hs : ¬ A.card + B.card = b := by omega
        rw [projected, if_neg hs, map_zero, zero_mul]
      · have hk' := Finset.mem_range.1 hk
        have hs : ¬ A.card = k := by omega
        rw [if_neg hs, mul_zero]
  rw [expand, ← sum_choose_div_choose ℂ hab, Finset.sum_mul]
  refine Finset.sum_congr rfl fun k hk => ?_
  have hk' := Finset.mem_range.1 hk
  rw [sum_exchanged hφ k (b - k) (by omega)]
  have hs : (-1 : ℂ) ^ k * (-1) ^ k = 1 := by
    rw [← mul_pow]
    simp
  linear_combination ((b.choose k : ℂ) / a.choose k * φ ∅ Finset.univ) * hs
```

Grouping strings by $k$ (`expand`) and inserting $T_k$, the signs cancel:
$$\langle P,\varphi\rangle=\sum_{k=0}^b\frac{(-1)^k}{\binom ak}T_k=\frac{a+1}{a-b+1}\,\varphi(\varnothing,\text{all}).$$

```lean
/-- For `b ≤ a`, the state `projected a b` has unit amplitude on the reference string and
squared norm `(a+1)/(a-b+1)`. -/
theorem norm_sq_projected {a b : ℕ} (hab : b ≤ a) :
    projected a b ∅ Finset.univ = 1 ∧
      overlap (projected a b) (projected a b) = ((a : ℂ) + 1) / ((a : ℂ) - b + 1) := by
  have h1 : projected a b ∅ Finset.univ = 1 := by simp [projected]
  refine ⟨h1, ?_⟩
  rw [overlap_projected hab (raising_projected hab), h1, mul_one]
```

$P$ is itself annihilated by $S_+$ and has reference amplitude 1, so $\varphi=P$ gives $\langle P,P\rangle=(a+1)/(a-b+1)$. The normalised state is $\sqrt{(a-b+1)/(a+1)}\,P$.

For $a=b=1$, $P=\alpha\beta-\beta\alpha$ with squared norm 2, and normalising gives the usual singlet with its factor $1/\sqrt2$.

```lean
/-- For `b ≤ a`, the reference string minus `(a-b+1)/(a+1)` times `projected a b` is orthogonal
to every state annihilated by the raising operator. -/
theorem reference_sub_projected_orthogonal {a b : ℕ} (hab : b ≤ a) {φ : SpinState a b}
    (hφ : ∀ A B, raising φ A B = 0) :
    overlap (fun A B => reference a b A B
      - ((a : ℂ) - b + 1) / ((a : ℂ) + 1) * projected a b A B) φ = 0 := by
  have hc : conj (((a : ℂ) - b + 1) / ((a : ℂ) + 1)) = ((a : ℂ) - b + 1) / ((a : ℂ) + 1) := by
    simp
  have hlin : overlap (fun A B => reference a b A B
      - ((a : ℂ) - b + 1) / ((a : ℂ) + 1) * projected a b A B) φ
      = overlap (reference a b) φ
        - ((a : ℂ) - b + 1) / ((a : ℂ) + 1) * overlap (projected a b) φ := by
    simp only [overlap, Finset.mul_sum, ← Finset.sum_sub_distrib]
    refine Finset.sum_congr rfl fun A _ => Finset.sum_congr rfl fun B _ => ?_
    rw [map_sub, map_mul, hc]
    ring
  -- the overlap with the reference string reads off one amplitude
  have href : overlap (reference a b) φ = φ ∅ Finset.univ := by
    unfold overlap
    rw [Finset.sum_eq_single (∅ : Finset (Fin a))]
    · rw [Finset.sum_eq_single (Finset.univ : Finset (Fin b))]
      · simp [reference]
      · intro B _ hB
        simp [reference, hB]
      · intro h
        exact absurd (Finset.mem_univ _) h
    · intro A _ hA
      exact Finset.sum_eq_zero fun B _ => by simp [reference, hA]
    · intro h
      exact absurd (Finset.mem_univ _) h
  have hd : (a : ℂ) - b + 1 ≠ 0 := denom_ne_zero hab
  have ha : (a : ℂ) + 1 ≠ 0 := Nat.cast_add_one_ne_zero a
  have hone : ((a : ℂ) - b + 1) / ((a : ℂ) + 1) * (((a : ℂ) + 1) / ((a : ℂ) - b + 1)) = 1 := by
    rw [div_mul_div_comm, mul_comm ((a : ℂ) + 1), div_self (mul_ne_zero hd ha)]
  rw [hlin, href, overlap_projected hab hφ, ← mul_assoc, hone, one_mul, sub_self]

end

end ProjectedSpinString
```

Put $c=(a-b+1)/(a+1)$ and let $R$ be the reference string. Since $\langle R,\varphi\rangle=\varphi(\varnothing,\text{all})$ and $c$ is real,
$$\langle R-cP,\varphi\rangle=\varphi(\varnothing,\text{all})-c\,\frac{a+1}{a-b+1}\,\varphi(\varnothing,\text{all})=0$$
for every $\varphi$ with $S_+\varphi=0$. In the code, `hlin` splits the overlap and `href` reads off the reference amplitude. As $cP$ lies in the kernel of $S_+$ and $R-cP$ is orthogonal to it, $cP$ is the orthogonal projection of $R$ onto that kernel. It is also the projection of $R$ onto total spin $S=M$: both projections preserve $S_z$, and by the formula for $S^2$ above, a state with $S_z=M$ has $S=M$ exactly when $S_+$ annihilates it. The squared norm of $cP$ is $c^2\langle P,P\rangle=c$, the weight of the spin $S=M$ in $\alpha^a\beta^b$.

In electronic structure, this weight measures the low-spin content of a single determinant whose $a+b$ open-shell electrons occupy distinct orthonormal orbitals; the theorems treat only the spin factor, for finitely many spins and $b\le a$.

```lean
#print axioms ProjectedSpinString.norm_sq_projected
#print axioms ProjectedSpinString.reference_sub_projected_orthogonal
```

```
'ProjectedSpinString.norm_sq_projected' depends on axioms: [propext, Classical.choice, Quot.sound]
'ProjectedSpinString.reference_sub_projected_orthogonal' depends on axioms: [propext, Classical.choice, Quot.sound]
```
